# A positive semidefinite increase of both A+B and A−B cannot lower the first RPA frequency of a stable reference

Write \(M=A+B\) and \(K=A-B\) for the real RPA matrices, so that the squared excitation frequencies are the eigenvalues of \(KM\). I am comparing a softer problem \((M_1,K_1)\) with a stiffer one \((M_2,K_2)\), where \(M_2-M_1\) and \(K_2-K_1\) are both positive semidefinite. I expect the lowest frequency to stay put or rise. But \(KM\) is not symmetric, and I have an example in which the symmetric part of \(K_2M_2-K_1M_1\) has a negative eigenvalue. The usual comparison of Rayleigh quotients therefore fails for the product. Could the first frequency fall after all?

## The two quadratic forms are compared, not the product

It cannot fall if \(M_1\) and \(K_1\) are positive definite. When \(A\) and \(B\) are built from the second derivatives of the reference energy, as in time-dependent Hartree–Fock theory, this condition says that the reference state is stable: its energy rises to second order under the real and imaginary orbital rotations considered. In direct RPA, which omits the exchange terms, the condition does not establish the stability of a Hartree–Fock reference.

For amplitudes \(X,Y\), the RPA equations are

\[
AX+BY=\omega X,\qquad BX+AY=-\omega Y .
\]

Put \(v=X+Y\) and \(w=X-Y\). Adding and subtracting the equations gives

\[
Mv=\omega w,\qquad Kw=\omega v,\qquad\text{hence}\qquad KMv=\omega^2v .
\]

**Lowest eigenvalue.** Minimise \(q\cdot KMKq\,/\,q\cdot Kq\) over \(q\ne0\). The quotient is unchanged by scaling, so a unit sphere suffices, and a minimum \(\mu\) is attained there at some \(p\). Let \(r=KMKp-\mu Kp\). For every real \(t\), minimality gives

\[
0\le (p+tr)\cdot(KMK-\mu K)(p+tr)
=2t\,r\cdot r+t^2\,r\cdot(KMK-\mu K)r .
\]

A quadratic in \(t\) without constant term is non-negative everywhere only if its linear term vanishes, so \(r=0\). Thus \(Kp\) is an eigenvector of \(KM\) with eigenvalue \(\mu\). If \(KMv=lv\) with \(v\ne0\), write \(v=Kq\); then \(l\,q\cdot Kq=q\cdot KMKq\ge\mu\,q\cdot Kq\), so \(l\ge\mu\). Moreover \((Mv)\cdot K(Mv)=l\,v\cdot Mv\), with both quadratic forms positive, so \(l>0\).

**Thouless bound.** Let \(\omega^2=\mu\), and let \(x,y\) be arbitrary. With \(x=Kq\),

\[
0\le(\omega q-y)\cdot K(\omega q-y)
=\omega^2q\cdot Kq-2\omega\,x\cdot y+y\cdot Ky .
\]

Since \(\omega^2q\cdot Kq\le x\cdot Mx\), this yields

\[
2\omega\,x\cdot y\le x\cdot Mx+y\cdot Ky .
\]

**Comparison.** The matrices \(M_2\) and \(K_2\) are positive definite too, since each is the sum of a positive definite and a positive semidefinite matrix. Let \(v,w\) solve the stiffer problem at its first frequency \(\omega_2>0\). Then \(\omega_2\,v\cdot w=v\cdot M_2v>0\), so the usual normalisation \(X\cdot X-Y\cdot Y=v\cdot w=1\) is possible. Use them as trial vectors for the softer problem:

\[
2\omega_1\le v\cdot M_1v+w\cdot K_1w
\le v\cdot M_2v+w\cdot K_2w=2\omega_2 .
\]

The matrices \(M\) and \(K\) enter this sum separately and linearly, so the indefinite difference of the products does no harm.

## A two-by-two case with an indefinite difference

Take

\[
M_1=\begin{pmatrix}1&0\\0&1\end{pmatrix},\quad
M_2=\begin{pmatrix}2&1\\1&2\end{pmatrix},\quad
K_1=K_2=\begin{pmatrix}1&0\\0&4\end{pmatrix}.
\]

The difference \(M_2-M_1\) has eigenvalues 0 and 2. The products are

\[
K_1M_1=\begin{pmatrix}1&0\\0&4\end{pmatrix},\qquad
K_2M_2=\begin{pmatrix}2&1\\4&8\end{pmatrix}.
\]

The symmetric part of their difference has diagonal entries 1 and 4 and off-diagonal entry \(5/2\). Its determinant is \(4-25/4<0\), so it is indefinite, as in your example. Yet \(K_2M_2\) has trace 10 and determinant 12, hence eigenvalues \(5\pm\sqrt{13}\). The lowest eigenvalue rises from 1 to about 1.394, and the first frequency from 1 to about 1.181.

## What the Lean statements say

The index type `n` labels the particle-hole pairs and is finite. Vectors are functions `n → ℝ`, `*ᵥ` applies a matrix to a vector, and `⬝ᵥ` is the dot product. `PosDef` and `PosSemidef` include symmetry for real matrices.

`productSpectrum K M` is the set of real eigenvalues of \(KM\) with non-zero real eigenvectors. `IsLeast S l` means that `l` belongs to `S` and is a lower bound of it. The theorem `least_eigenvalue_mono` says: if `K₁` and `M₁` are positive definite, the two differences are positive semidefinite, and `l₁`, `l₂` are the least eigenvalues of the two products, then `l₁ ≤ l₂`.

`IsRPAFrequency A B ω` requires \(\omega>0\) and the coupled equations for \(v\ne0\) and \(w\) above. The amplitudes are recovered as \(X=(v+w)/2\) and \(Y=(v-w)/2\). The theorem `first_rpa_frequency_mono` compares the least such frequencies under the same conditions on the sums and differences of the blocks. It takes both least frequencies as given. For non-zero dimension, `exists_least_eigenvalue` supplies the least eigenvalue; with no particle-hole pairs there is no frequency to compare.

In `rayleigh_ritz`, the letters `A` and `B` denote a general symmetric matrix and a positive definite metric, not the RPA blocks.

The result bears on direct RPA in a finite real basis. With fixed positive orbital gaps, scaling up a positive semidefinite Coulomb matrix raises \(A+B\) and leaves \(A-B\) alone, so the first frequency cannot fall. To apply the theorem to two actual calculations with equally many particle-hole pairs, one must still establish that their matrices are ordered as assumed. A change of geometry or functional usually changes the orbitals too, and guarantees no such ordering.

```lean
import Mathlib

open Matrix

namespace RPAMonotonicity

variable {n : Type*}

private lemma transpose_eq {M : Matrix n n ℝ} (h : M.PosDef) : Mᵀ = M := by
  rw [← conjTranspose_eq_transpose_of_trivial]
  exact h.isHermitian

private lemma posDef_of_sub {M₁ M₂ : Matrix n n ℝ} (h : M₁.PosDef)
    (hd : (M₂ - M₁).PosSemidef) : M₂.PosDef := by
  have h1 := h.add_posSemidef hd
  rwa [add_sub_cancel] at h1

private lemma exists_root {l : ℝ} (h : 0 < l) : ∃ a, 0 < a ∧ l = a ^ 2 :=
  ⟨√l, Real.sqrt_pos.mpr h, (Real.sq_sqrt h.le).symm⟩

variable [Fintype n]

/-- The real eigenvalues of the product `K M`. -/
def productSpectrum (K M : Matrix n n ℝ) : Set ℝ :=
  {l | ∃ v : n → ℝ, v ≠ 0 ∧ (K * M) *ᵥ v = l • v}

/-- A positive `ω` is an RPA frequency if the equations `(A + B) v = ω w`, `(A - B) w = ω v` for
the sum `v` and difference `w` of the amplitudes have a real solution with `v ≠ 0`. -/
def IsRPAFrequency (A B : Matrix n n ℝ) (ω : ℝ) : Prop :=
  0 < ω ∧ ∃ v w : n → ℝ, v ≠ 0 ∧ (A + B) *ᵥ v = ω • w ∧ (A - B) *ᵥ w = ω • v

private lemma form_pos {M : Matrix n n ℝ} (h : M.PosDef) {x : n → ℝ} (hx : x ≠ 0) :
    0 < x ⬝ᵥ (M *ᵥ x) := by
  have h1 := h.dotProduct_mulVec_pos hx
  rwa [star_trivial] at h1

private lemma form_nonneg {M : Matrix n n ℝ} (h : M.PosSemidef) (x : n → ℝ) :
    0 ≤ x ⬝ᵥ (M *ᵥ x) := by
  have h1 := h.dotProduct_mulVec_nonneg x
  rwa [star_trivial] at h1

private lemma form_symm {M : Matrix n n ℝ} (h : Mᵀ = M) (x y : n → ℝ) :
    x ⬝ᵥ (M *ᵥ y) = y ⬝ᵥ (M *ᵥ x) := by
  rw [Matrix.dotProduct_mulVec, ← mulVec_transpose, h, dotProduct_comm]

private lemma exists_preimage {K : Matrix n n ℝ} (h : K.PosDef) (x : n → ℝ) :
    ∃ q, K *ᵥ q = x := by
  classical
  exact ⟨K⁻¹ *ᵥ x, by
    rw [mulVec_mulVec, mul_nonsing_inv K (isUnit_iff_ne_zero.mpr h.det_pos.ne'), one_mulVec]⟩

/-- Rayleigh-Ritz principle: for symmetric `A` and positive definite `B` in non-zero dimension,
`A p = μ B p` has a solution `p ≠ 0` whose `μ` bounds the Rayleigh quotient from below. -/
theorem rayleigh_ritz [Nonempty n] {A B : Matrix n n ℝ} (hA : Aᵀ = A) (hB : B.PosDef) :
    ∃ (μ : ℝ) (p : n → ℝ), p ≠ 0 ∧ A *ᵥ p = μ • (B *ᵥ p) ∧
      ∀ q : n → ℝ, μ * (q ⬝ᵥ (B *ᵥ q)) ≤ q ⬝ᵥ (A *ᵥ q) := by
  have hc : ∀ C : Matrix n n ℝ, Continuous fun x : n → ℝ => x ⬝ᵥ (C *ᵥ x) := fun C => by
    simp only [dotProduct, mulVec]
    fun_prop
  have hne : ∀ x ∈ Metric.sphere (0 : n → ℝ) 1, x ≠ 0 := by
    rintro x hx rfl
    simp at hx
  -- the quotient attains its minimum on the unit sphere
  obtain ⟨p, hp, hmin⟩ := (isCompact_sphere (0 : n → ℝ) 1).exists_isMinOn
    (NormedSpace.sphere_nonempty.mpr zero_le_one)
    ((hc A).continuousOn.div (hc B).continuousOn fun x hx => (form_pos hB (hne x hx)).ne')
  have hp0 := hne p hp
  obtain ⟨μ, hμ⟩ : ∃ μ, μ = (p ⬝ᵥ (A *ᵥ p)) / (p ⬝ᵥ (B *ᵥ p)) := ⟨_, rfl⟩
  have hpp : p ⬝ᵥ (A *ᵥ p) = μ * (p ⬝ᵥ (B *ᵥ p)) := by
    rw [hμ, div_mul_cancel₀ _ (form_pos hB hp0).ne']
  have hq : ∀ q : n → ℝ, μ * (q ⬝ᵥ (B *ᵥ q)) ≤ q ⬝ᵥ (A *ᵥ q) := by
    intro q
    by_cases h0 : q = 0
    · simp [h0]
    have hn : 0 < ‖q‖ := norm_pos_iff.mpr h0
    obtain ⟨c, hcq⟩ : ∃ c, c = ‖q‖⁻¹ := ⟨_, rfl⟩
    have hc0 : 0 < c := by rw [hcq]; exact inv_pos.mpr hn
    have hs : c • q ∈ Metric.sphere (0 : n → ℝ) 1 := by
      rw [mem_sphere_zero_iff_norm, norm_smul, Real.norm_of_nonneg hc0.le, hcq,
        inv_mul_cancel₀ hn.ne']
    have h1 : μ ≤ ((c • q) ⬝ᵥ (A *ᵥ (c • q))) / ((c • q) ⬝ᵥ (B *ᵥ (c • q))) := by
      rw [hμ]
      exact isMinOn_iff.mp hmin _ hs
    rw [le_div_iff₀ (form_pos hB (hne _ hs))] at h1
    simp only [mulVec_smul, dotProduct_smul, smul_dotProduct, smul_eq_mul] at h1
    refine le_of_mul_le_mul_left ?_ (mul_pos hc0 hc0)
    linear_combination h1
  refine ⟨μ, p, hp0, ?_, hq⟩
  -- the residual r vanishes, since a step along -r would lower the quotient
  obtain ⟨r, hr⟩ : ∃ r, r = A *ᵥ p - μ • (B *ᵥ p) := ⟨_, rfl⟩
  have hrr : r ⬝ᵥ r = r ⬝ᵥ (A *ᵥ p) - μ * (r ⬝ᵥ (B *ᵥ p)) := by
    calc r ⬝ᵥ r = r ⬝ᵥ (A *ᵥ p - μ • (B *ᵥ p)) := congrArg (fun z => r ⬝ᵥ z) hr
      _ = _ := by rw [dotProduct_sub, dotProduct_smul, smul_eq_mul]
  have ht : ∀ t : ℝ, 0 ≤ (r ⬝ᵥ (A *ᵥ r) - μ * (r ⬝ᵥ (B *ᵥ r))) * (t * t)
      + (2 * (r ⬝ᵥ r)) * t + 0 := by
    intro t
    have h := hq (p + t • r)
    simp only [mulVec_add, mulVec_smul, dotProduct_add, add_dotProduct, dotProduct_smul,
      smul_dotProduct, smul_eq_mul] at h
    rw [form_symm hA p r, form_symm (transpose_eq hB) p r] at h
    rw [hrr]
    linear_combination h + hpp
  have hd := discrim_le_zero ht
  rw [discrim] at hd
  have hzero : r ⬝ᵥ r = 0 :=
    (pow_eq_zero_iff two_ne_zero).mp (le_antisymm (by linarith) (sq_nonneg (r ⬝ᵥ r)))
  exact sub_eq_zero.mp (hr.symm.trans (dotProduct_self_eq_zero.mp hzero))

/-- For positive definite `K` and `M`, every real eigenvalue of `K M` is positive. -/
theorem eigenvalue_pos {K M : Matrix n n ℝ} (hK : K.PosDef) (hM : M.PosDef) {l : ℝ}
    (hl : l ∈ productSpectrum K M) : 0 < l := by
  obtain ⟨v, hv, he⟩ := hl
  have h1 := form_pos hM hv
  have hw : M *ᵥ v ≠ 0 := fun h => by simp [h] at h1
  have h2 := form_pos hK hw
  rw [mulVec_mulVec, he, dotProduct_smul, smul_eq_mul, dotProduct_comm] at h2
  exact pos_of_mul_pos_left h2 h1.le

/-- For positive definite `K` and `M` in non-zero dimension, `K M` has a least real eigenvalue
`μ`, and `μ q·Kq ≤ (Kq)·M(Kq)` for every trial vector `q`. -/
theorem exists_least_eigenvalue [Nonempty n] {K M : Matrix n n ℝ} (hK : K.PosDef)
    (hM : M.PosDef) : ∃ μ, IsLeast (productSpectrum K M) μ ∧
      ∀ q : n → ℝ, μ * (q ⬝ᵥ (K *ᵥ q)) ≤ (K *ᵥ q) ⬝ᵥ (M *ᵥ (K *ᵥ q)) := by
  have hS : (K * M * K)ᵀ = K * M * K := by
    rw [transpose_mul, transpose_mul, transpose_eq hK, transpose_eq hM, Matrix.mul_assoc]
  obtain ⟨μ, p, hp, he, hq⟩ := rayleigh_ritz hS hK
  refine ⟨μ, ⟨⟨K *ᵥ p, fun h => ?_, by rw [mulVec_mulVec, he]⟩, ?_⟩, fun q => ?_⟩
  · have h1 := form_pos hK hp
    simp [h] at h1
  · rintro l ⟨v, hv, hl⟩
    obtain ⟨q, rfl⟩ := exists_preimage hK v
    have hq0 : q ≠ 0 := by
      rintro rfl
      simp at hv
    have h := hq q
    rw [← mulVec_mulVec, hl, dotProduct_smul, smul_eq_mul] at h
    exact le_of_mul_le_mul_right h (form_pos hK hq0)
  · have h := hq q
    rwa [← mulVec_mulVec, ← mulVec_mulVec, form_symm (transpose_eq hK) q (M *ᵥ (K *ᵥ q)),
      dotProduct_comm (M *ᵥ (K *ᵥ q))] at h

/-- Thouless bound: if `K`, `M` are positive definite and `ω²` is the least eigenvalue of `K M`,
then `2 ω x·y ≤ x·Mx + y·Ky` for all trial vectors `x`, `y`. -/
theorem thouless_bound {K M : Matrix n n ℝ} (hK : K.PosDef) (hM : M.PosDef) {ω : ℝ}
    (h : IsLeast (productSpectrum K M) (ω ^ 2)) (x y : n → ℝ) :
    2 * ω * (x ⬝ᵥ y) ≤ x ⬝ᵥ (M *ᵥ x) + y ⬝ᵥ (K *ᵥ y) := by
  obtain ⟨v, hv, _⟩ := h.1
  obtain ⟨i, _⟩ := Function.ne_iff.mp hv
  have : Nonempty n := ⟨i⟩
  obtain ⟨μ, hμ, hR⟩ := exists_least_eigenvalue hK hM
  obtain ⟨q, rfl⟩ := exists_preimage hK x
  have h1 := hR q
  rw [hμ.unique h] at h1
  -- complete the square in the metric K
  have h0 := form_nonneg hK.posSemidef (ω • q - y)
  simp only [mulVec_sub, mulVec_smul, dotProduct_sub, sub_dotProduct, dotProduct_smul,
    smul_dotProduct, smul_eq_mul] at h0
  rw [form_symm (transpose_eq hK) q y] at h0
  rw [dotProduct_comm (K *ᵥ q) y]
  linear_combination h0 + h1

/-- Monotonicity: if `M₁`, `K₁` are positive definite and `M₂ - M₁`, `K₂ - K₁` are positive
semidefinite, the least eigenvalue of `K₂ M₂` is at least that of `K₁ M₁`. -/
theorem least_eigenvalue_mono {K₁ M₁ K₂ M₂ : Matrix n n ℝ} (hK₁ : K₁.PosDef) (hM₁ : M₁.PosDef)
    (hK : (K₂ - K₁).PosSemidef) (hM : (M₂ - M₁).PosSemidef) {l₁ l₂ : ℝ}
    (h₁ : IsLeast (productSpectrum K₁ M₁) l₁) (h₂ : IsLeast (productSpectrum K₂ M₂) l₂) :
    l₁ ≤ l₂ := by
  have hM₂ := posDef_of_sub hM₁ hM
  obtain ⟨a, ha, rfl⟩ := exists_root (eigenvalue_pos hK₁ hM₁ h₁.1)
  obtain ⟨b, hb, rfl⟩ := exists_root (eigenvalue_pos (posDef_of_sub hK₁ hK) hM₂ h₂.1)
  obtain ⟨v, hv, he⟩ := h₂.1
  have e : (M₂ *ᵥ v) ⬝ᵥ (K₂ *ᵥ (M₂ *ᵥ v)) = b ^ 2 * (v ⬝ᵥ (M₂ *ᵥ v)) := by
    rw [mulVec_mulVec, he, dotProduct_smul, smul_eq_mul, dotProduct_comm]
  -- the stiffer eigenvector is a trial vector for the softer problem
  have h := thouless_bound hK₁ hM₁ h₁ (b • v) (M₂ *ᵥ v)
  simp only [mulVec_smul, dotProduct_smul, smul_dotProduct, smul_eq_mul] at h
  have g₁ := mul_nonneg (sq_nonneg b) (form_nonneg hM v)
  have g₂ := form_nonneg hK (M₂ *ᵥ v)
  rw [sub_mulVec, dotProduct_sub] at g₁ g₂
  rw [e] at g₂
  have hab : a ≤ b := by
    by_contra hlt
    have h3 := mul_pos (mul_pos hb (form_pos hM₂ hv)) (sub_pos.mpr (not_le.mp hlt))
    linarith
  exact pow_le_pow_left₀ ha.le hab 2

/-- A positive `ω` is an RPA frequency of `A`, `B` exactly when `ω²` is an eigenvalue of
`(A - B)(A + B)`. -/
theorem isRPAFrequency_iff {A B : Matrix n n ℝ} {ω : ℝ} (hω : 0 < ω) :
    IsRPAFrequency A B ω ↔ ω ^ 2 ∈ productSpectrum (A - B) (A + B) := by
  constructor
  · rintro ⟨_, v, w, hv, h1, h2⟩
    exact ⟨v, hv, by rw [← mulVec_mulVec, h1, mulVec_smul, h2, smul_smul, pow_two]⟩
  · rintro ⟨v, hv, he⟩
    exact ⟨hω, v, ω⁻¹ • ((A + B) *ᵥ v), hv, (smul_inv_smul₀ hω.ne' _).symm, by
      rw [mulVec_smul, mulVec_mulVec, he, smul_smul, pow_two, inv_mul_cancel_left₀ hω.ne']⟩

private lemma isLeast_sq {A B : Matrix n n ℝ} (hK : (A - B).PosDef) (hM : (A + B).PosDef)
    {ω : ℝ} (h : IsLeast {w | IsRPAFrequency A B w} ω) :
    IsLeast (productSpectrum (A - B) (A + B)) (ω ^ 2) := by
  have hω : 0 < ω := h.1.1
  refine ⟨(isRPAFrequency_iff hω).mp h.1, fun l hl => ?_⟩
  obtain ⟨a, ha, rfl⟩ := exists_root (eigenvalue_pos hK hM hl)
  exact pow_le_pow_left₀ hω.le (h.2 ((isRPAFrequency_iff ha).mpr hl)) 2

/-- Let `A₁ + B₁` and `A₁ - B₁` be positive definite, and let passing to `A₂`, `B₂` change the sum
and the difference by positive semidefinite matrices. Then the first RPA frequency
does not decrease. -/
theorem first_rpa_frequency_mono {A₁ B₁ A₂ B₂ : Matrix n n ℝ}
    (hM₁ : (A₁ + B₁).PosDef) (hK₁ : (A₁ - B₁).PosDef)
    (hM : ((A₂ + B₂) - (A₁ + B₁)).PosSemidef) (hK : ((A₂ - B₂) - (A₁ - B₁)).PosSemidef)
    {ω₁ ω₂ : ℝ} (h₁ : IsLeast {w | IsRPAFrequency A₁ B₁ w} ω₁)
    (h₂ : IsLeast {w | IsRPAFrequency A₂ B₂ w} ω₂) : ω₁ ≤ ω₂ := by
  have h := least_eigenvalue_mono hK₁ hM₁ hK hM (isLeast_sq hK₁ hM₁ h₁)
    (isLeast_sq (posDef_of_sub hK₁ hK) (posDef_of_sub hM₁ hM) h₂)
  have hω₂ : 0 < ω₂ := h₂.1.1
  nlinarith [h, hω₂]

end RPAMonotonicity
```

```lean
#print axioms RPAMonotonicity.first_rpa_frequency_mono
```

```
'RPAMonotonicity.first_rpa_frequency_mono' depends on axioms: [propext, Classical.choice, Quot.sound]
```

## From the minimum to the frequency

`rayleigh_ritz` carries out the minimisation. Compactness of the sphere gives the minimiser, and rescaling a vector `q` by `‖q‖⁻¹` extends the bound to all vectors. Lean's norm on `n → ℝ` is the maximum norm, so this sphere is the surface of a cube; the scaling argument works equally well there. The inequality `ht` is the quadratic in \(t\), and `discrim_le_zero` turns it into \(r\cdot r=0\).

`exists_least_eigenvalue` applies this result to \(KMK\) with metric \(K\). The helper `exists_preimage` uses the invertibility of \(K\) to write any vector as \(Kq\), which shows that no eigenvalue lies below \(\mu\). `eigenvalue_pos` is the positivity argument.

`thouless_bound` first obtains a non-empty index type from the given eigenvector. Uniqueness of the least element identifies \(\mu\) with `ω ^ 2`. The term `h0` is the completed square, `h1` is the Rayleigh bound, and `linear_combination h0 + h1` adds them.

In `least_eigenvalue_mono`, `posDef_of_sub` shows that the stiffer matrices are positive definite too. The two least eigenvalues are then written as `a ^ 2` and `b ^ 2`, so that `a` and `b` are \(\omega_1\) and \(\omega_2\). The eigenvector `v` is not normalised, and the trial vectors are `b • v` and `M₂ *ᵥ v`, which are \(\omega_2v\) and \(\omega_2w\). With \(s=v\cdot M_2v>0\), the comparison reads

\[
2ab\,s\le b^2\,v\cdot M_1v+(M_2v)\cdot K_1(M_2v)\le 2b^2s .
\]

The facts `g₁` and `g₂` express the semidefiniteness of the two differences, and `e` evaluates the stiffer \(K\)-form as \(b^2s\). If \(a>b\), the product \(bs(a-b)\) would be positive, contradicting this chain; `linarith` finds the contradiction. Squaring \(a\le b\) gives the eigenvalue inequality.

`isRPAFrequency_iff` passes between the coupled equations and the product. In the reverse direction it takes \(w=\omega^{-1}(A+B)v\). `isLeast_sq` then shows that the square of the first frequency is the least eigenvalue: every eigenvalue is positive, so its positive square root is itself an RPA frequency. The last theorem applies the eigenvalue comparison, and `nlinarith` deduces \(\omega_1\le\omega_2\) from \(\omega_1^2\le\omega_2^2\) and \(\omega_2>0\).
